# However strong a Hermitian potential is, the T-matrix of a finite system at Im z > 0 stays bounded

Take one level at energy \(l\), add a real potential \(v\), and keep the complex energy \(z\) above the real axis. The T-matrix is then a number,
\[
T=v+\frac{v^2}{z-l-v}=\frac{v(z-l)}{z-l-v}.
\]
Its first Born term \(v\) grows without limit, yet \(T\) tends to \(-(z-l)\) as \(v\to\infty\). With several levels, \(V\) need not commute with \(H_0\), and it may be huge in some directions and zero in others. Does \(\|T\|\) still have a ceiling that is independent of \(V\)?

## The ceiling comes from the anti-Hermitian part of T

Yes, if \(H_0\) and \(V\) are Hermitian. For one level and \(v\neq0\), \(1/T=1/v-1/(z-l)\) has imaginary part \(\operatorname{Im}z/|z-l|^2\) for every \(v\), so \(|T|\le|z-l|^2/\operatorname{Im}z\).

For matrices \(V\) may be singular, so work with \(T\) itself. Let \(G=(z-H_0-V)^{-1}\), which exists because \(H_0+V\) has real eigenvalues, and let \(T=V+VGV\). Since \((z-H_0-V)G=1\),
\[
T=(z-H_0-V)GV+VGV=(z-H_0)GV .
\]
Next put \(B=z-H_0-V\). Then \(B^\dagger-B=-2i\operatorname{Im}z\). Multiplying by \(G^\dagger\) on the left and \(G\) on the right gives
\[
G-G^\dagger=-2i\operatorname{Im}z\;G^\dagger G,
\]
and multiplying by \(V\) on both sides gives
\[
T-T^\dagger=-2i\operatorname{Im}z\,(GV)^\dagger(GV).
\]
Taking norms, \(2\operatorname{Im}z\,\|GV\|^2=\|T-T^\dagger\|\le2\|T\|\).

In the eigenbasis of \(H_0\), with eigenvalues \(l_k\), the matrix \(z-H_0\) is diagonal, so \(\|z-H_0\|^2=M\) with \(M=\max_k|z-l_k|^2\). Therefore
\[
\operatorname{Im}z\,\|T\|^2\le\|z-H_0\|^2\,\operatorname{Im}z\,\|GV\|^2\le M\|T\|.
\]
If \(T=0\) the bound is immediate; otherwise divide by \(\|T\|\) to get \(\|T\|\le M/\operatorname{Im}z\).

## Two levels with a strong coupling

Let \(H_0=\sigma_z\), \(V=v\sigma_x\) (Pauli matrices) and \(z=i\). Both levels have \(|z-l_k|^2=2\), so the ceiling is 2. Since \((\sigma_z+v\sigma_x)^2=1+v^2\),
\[
G=-\frac{i+\sigma_z+v\sigma_x}{2+v^2},\qquad
T=\frac{2v\sigma_x+v^2\sigma_z-iv^2}{2+v^2},\qquad
\|T\|=\frac{\sqrt2\,|v|}{\sqrt{2+v^2}} .
\]
For \(v=10\), \(\|V\|=10\) but \(\|T\|\approx1.40\).

## The bound for finite Hermitian matrices in Lean

In `unitarity_limit`, `H0` and `V` are complex matrices over a finite index type `n`, which labels the basis states. The hypotheses are that both are Hermitian, that there is at least one state (`[Nonempty n]`), and that `0 < z.im`. `green` is the resolvent, `tMatrix` is \(V+VGV\), and `maxDistSq` is \(M\). The norm is the Euclidean operator norm, i.e. the largest singular value.

In scattering theory, "unitarity limit" usually means the on-shell bound on a partial wave. Here it bounds the whole matrix at complex energy. Real scattering needs a continuum of states first and then \(\operatorname{Im}z\to0^+\), which the theorem does not cover. Nor does \(M/\operatorname{Im}z\) give a useful ceiling in that limit: at fixed \(\operatorname{Re}z\) it diverges as \(\operatorname{Im}z\to0^+\), unless every level lies at \(\operatorname{Re}z\).

For non-interacting electrons in a finite tight-binding model with orthonormal orbitals, the result caps the T-matrix of an impurity at fixed energy \(\operatorname{Re}z\) and broadening \(\operatorname{Im}z\), whatever the strength of its Hermitian potential.

```lean
import Mathlib

open Matrix
open scoped Matrix.Norms.L2Operator

noncomputable section

namespace UnitarityLimit

variable {n : Type*} [Fintype n] [DecidableEq n]

/-- The Green's matrix `(z - H)⁻¹`, for `z` not an eigenvalue of `H`. -/
def green (H : Matrix n n ℂ) (z : ℂ) : Matrix n n ℂ := (z • (1 : Matrix n n ℂ) - H)⁻¹

/-- The T-matrix `V + V (z - H0 - V)⁻¹ V` of a potential `V` added to `H0`,
for `z` not an eigenvalue of `H0 + V`. -/
def tMatrix (H0 V : Matrix n n ℂ) (z : ℂ) : Matrix n n ℂ :=
  V + V * green (H0 + V) z * V

/-- The largest squared distance `|z - l_k|²` from `z` to the eigenvalues `l_k` of a
Hermitian matrix of size at least 1. -/
def maxDistSq [Nonempty n] {H : Matrix n n ℂ} (hH : H.IsHermitian) (z : ℂ) : ℝ :=
  Finset.univ.sup' Finset.univ_nonempty fun k => ‖z - (hH.eigenvalues k : ℂ)‖ ^ 2

/-- For Hermitian `H`, the matrix `z - H` is diagonal in the eigenbasis of `H`,
with entries `z - l_k`. -/
theorem shift_spectral {H : Matrix n n ℂ} (hH : H.IsHermitian) (z : ℂ) :
    z • (1 : Matrix n n ℂ) - H = (hH.eigenvectorUnitary : Matrix n n ℂ) *
      diagonal (fun k => z - (hH.eigenvalues k : ℂ)) *
      star (hH.eigenvectorUnitary : Matrix n n ℂ) := by
  have h := hH.spectral_theorem
  rw [Unitary.conjStarAlgAut_apply] at h
  have hU := Matrix.mem_unitaryGroup_iff.mp hH.eigenvectorUnitary.2
  have hd : diagonal (fun k => z - (hH.eigenvalues k : ℂ)) =
      z • (1 : Matrix n n ℂ) - diagonal (fun k => (hH.eigenvalues k : ℂ)) := by
    ext i j
    by_cases hij : i = j
    · subst hij; simp
    · simp [hij]
  rw [hd, mul_sub, sub_mul, mul_smul_comm, smul_mul_assoc, mul_one, hU]
  exact congrArg (fun X => z • (1 : Matrix n n ℂ) - X) h

/-- For Hermitian `H` and `Im z > 0` the matrix `z - H` is invertible. -/
theorem shift_isUnit {H : Matrix n n ℂ} (hH : H.IsHermitian) {z : ℂ} (hz : 0 < z.im) :
    IsUnit (z • (1 : Matrix n n ℂ) - H).det := by
  have hU := congrArg Matrix.det (Matrix.mem_unitaryGroup_iff.mp hH.eigenvectorUnitary.2)
  rw [det_mul, det_one] at hU
  rw [shift_spectral hH z, det_mul, det_mul, mul_right_comm, hU, one_mul, det_diagonal,
    isUnit_iff_ne_zero, Finset.prod_ne_zero_iff]
  intro k _ h0
  have him := congrArg Complex.im h0
  simp at him
  linarith

/-- For Hermitian `H` and `Im z > 0`, the Green's matrix obeys
`G - Gᴴ = -2i (Im z) Gᴴ G`. -/
theorem green_sub_conjTranspose {H : Matrix n n ℂ} (hH : H.IsHermitian) {z : ℂ}
    (hz : 0 < z.im) :
    green H z - (green H z)ᴴ =
      (-(2 * Complex.I * (z.im : ℂ))) • ((green H z)ᴴ * green H z) := by
  have h1 : (z • (1 : Matrix n n ℂ) - H) * green H z = 1 :=
    mul_nonsing_inv _ (shift_isUnit hH hz)
  have h2 : (green H z)ᴴ * (z • (1 : Matrix n n ℂ) - H)ᴴ = 1 := by
    rw [← conjTranspose_mul, h1, conjTranspose_one]
  have hs : star z = z - 2 * Complex.I * (z.im : ℂ) := by
    apply Complex.ext <;> simp
    ring
  have hB : (z • (1 : Matrix n n ℂ) - H)ᴴ - (z • (1 : Matrix n n ℂ) - H) =
      (-(2 * Complex.I * (z.im : ℂ))) • (1 : Matrix n n ℂ) := by
    rw [conjTranspose_sub, conjTranspose_smul, conjTranspose_one, hH.eq, hs]
    module
  -- sandwich the anti-Hermitian part of z - H between Gᴴ and G
  have h3 : (green H z)ᴴ * ((z • (1 : Matrix n n ℂ) - H)ᴴ - (z • (1 : Matrix n n ℂ) - H)) *
      green H z = green H z - (green H z)ᴴ := by
    rw [mul_sub, sub_mul, h2, one_mul, mul_assoc, h1, mul_one]
  rw [← h3, hB, mul_smul_comm, smul_mul_assoc, mul_one]

/-- For Hermitian `H0`, `V` and `Im z > 0`, the T-matrix is `T = (z - H0) G V`, with `G` the
Green's matrix of `H0 + V`. -/
theorem tMatrix_eq {H0 V : Matrix n n ℂ} (hH : H0.IsHermitian) (hV : V.IsHermitian)
    {z : ℂ} (hz : 0 < z.im) :
    tMatrix H0 V z = (z • (1 : Matrix n n ℂ) - H0) * (green (H0 + V) z * V) := by
  have h1 : (z • (1 : Matrix n n ℂ) - (H0 + V)) * green (H0 + V) z = 1 :=
    mul_nonsing_inv _ (shift_isUnit (hH.add hV) hz)
  have h2 : z • (1 : Matrix n n ℂ) - H0 = (z • (1 : Matrix n n ℂ) - (H0 + V)) + V := by
    abel
  rw [h2, ← mul_assoc, add_mul, h1, add_mul, one_mul, tMatrix]

/-- The optical theorem at complex energy: for Hermitian `H0`, `V` and `Im z > 0`,
`T - Tᴴ = -2i (Im z) (G V)ᴴ (G V)`, with `G` the Green's matrix of `H0 + V`. -/
theorem optical_theorem {H0 V : Matrix n n ℂ} (hH : H0.IsHermitian)
    (hV : V.IsHermitian) {z : ℂ} (hz : 0 < z.im) :
    tMatrix H0 V z - (tMatrix H0 V z)ᴴ = (-(2 * Complex.I * (z.im : ℂ))) •
      ((green (H0 + V) z * V)ᴴ * (green (H0 + V) z * V)) := by
  have hG := green_sub_conjTranspose (hH.add hV) hz
  simp only [tMatrix, conjTranspose_add, conjTranspose_mul, hV.eq]
  calc V + V * green (H0 + V) z * V - (V + V * ((green (H0 + V) z)ᴴ * V))
      = V * (green (H0 + V) z - (green (H0 + V) z)ᴴ) * V := by
        rw [mul_sub, sub_mul, ← mul_assoc V _ V]; abel
    _ = _ := by
        rw [hG]
        simp only [mul_smul_comm, smul_mul_assoc, mul_assoc]

/-- For Hermitian `H` of size at least 1, the squared operator norm of `z - H` is at most
the largest `|z - l_k|²`. -/
theorem norm_shift_sq_le [Nonempty n] {H : Matrix n n ℂ} (hH : H.IsHermitian) (z : ℂ) :
    ‖z • (1 : Matrix n n ℂ) - H‖ ^ 2 ≤ maxDistSq hH z := by
  have hk : ∀ k, ‖z - (hH.eigenvalues k : ℂ)‖ ^ 2 ≤ maxDistSq hH z := fun k =>
    Finset.le_sup' (fun k => ‖z - (hH.eigenvalues k : ℂ)‖ ^ 2) (Finset.mem_univ k)
  have hM : 0 ≤ maxDistSq hH z := (sq_nonneg _).trans (hk (Classical.arbitrary n))
  -- the unitary factors do not change the norm
  have hn : ‖z • (1 : Matrix n n ℂ) - H‖ =
      ‖diagonal (fun k => z - (hH.eigenvalues k : ℂ))‖ := by
    rw [shift_spectral hH z]
    exact (CStarRing.norm_mul_coe_unitary _ (star hH.eigenvectorUnitary)).trans
      (CStarRing.norm_coe_unitary_mul hH.eigenvectorUnitary _)
  have hle : ‖z • (1 : Matrix n n ℂ) - H‖ ≤ √(maxDistSq hH z) := by
    rw [hn, l2_opNorm_diagonal, pi_norm_le_iff_of_nonneg (Real.sqrt_nonneg _)]
    exact fun k => Real.le_sqrt_of_sq_le (hk k)
  calc ‖z • (1 : Matrix n n ℂ) - H‖ ^ 2 ≤ √(maxDistSq hH z) ^ 2 := by gcongr
    _ = maxDistSq hH z := Real.sq_sqrt hM

/-- Unitarity limit: for Hermitian `H0` of size at least 1, `Im z > 0` and every Hermitian
`V`, the operator norm of the T-matrix is at most the largest `|z - l_k|²` over `Im z`,
where `l_k` are the eigenvalues of `H0`. -/
theorem unitarity_limit [Nonempty n] {H0 V : Matrix n n ℂ} (hH : H0.IsHermitian)
    (hV : V.IsHermitian) {z : ℂ} (hz : 0 < z.im) :
    ‖tMatrix H0 V z‖ ≤ maxDistSq hH z / z.im := by
  have hA := norm_shift_sq_le hH z
  -- norm of the optical theorem
  have h1 : z.im * ‖green (H0 + V) z * V‖ ^ 2 ≤ ‖tMatrix H0 V z‖ := by
    have h := congrArg norm (optical_theorem hH hV hz)
    have hc : ‖-(2 * Complex.I * (z.im : ℂ))‖ = 2 * z.im := by
      simp [abs_of_pos hz]
    rw [norm_smul, hc, l2_opNorm_conjTranspose_mul_self] at h
    have h' := norm_sub_le (tMatrix H0 V z) (tMatrix H0 V z)ᴴ
    rw [l2_opNorm_conjTranspose] at h'
    nlinarith
  have h2 : ‖tMatrix H0 V z‖ ≤
      ‖z • (1 : Matrix n n ℂ) - H0‖ * ‖green (H0 + V) z * V‖ := by
    rw [tMatrix_eq hH hV hz]
    exact norm_mul_le _ _
  rw [le_div_iff₀ hz]
  rcases (norm_nonneg (tMatrix H0 V z)).eq_or_lt with h0 | hpos
  · rw [← h0, zero_mul]
    exact (sq_nonneg _).trans hA
  -- cancel one factor of the norm of T
  refine le_of_mul_le_mul_right ?_ hpos
  calc ‖tMatrix H0 V z‖ * z.im * ‖tMatrix H0 V z‖
      = z.im * ‖tMatrix H0 V z‖ ^ 2 := by ring
    _ ≤ z.im * (‖z • (1 : Matrix n n ℂ) - H0‖ * ‖green (H0 + V) z * V‖) ^ 2 := by gcongr
    _ = ‖z • (1 : Matrix n n ℂ) - H0‖ ^ 2 * (z.im * ‖green (H0 + V) z * V‖ ^ 2) := by ring
    _ ≤ maxDistSq hH z * ‖tMatrix H0 V z‖ :=
        mul_le_mul hA h1 (by positivity) ((sq_nonneg _).trans hA)

/-- A case of equality, in any size at least 1: for `H0 = 0`, the uniform potential `V = 2`
and `z = 1 + i`, the operator norm of the T-matrix equals `|z|² / Im z`. -/
theorem unitarity_limit_attained [Nonempty n] :
    ‖tMatrix (0 : Matrix n n ℂ) ((2 : ℂ) • (1 : Matrix n n ℂ)) (1 + Complex.I)‖ =
      ‖1 + Complex.I‖ ^ 2 / (1 + Complex.I).im := by
  have hs : (Complex.I - 1) * ((-1 - Complex.I) / 2) = 1 := by
    linear_combination (-1 / 2) * Complex.I_sq
  have hg : green (0 + (2 : ℂ) • (1 : Matrix n n ℂ)) (1 + Complex.I) =
      ((-1 - Complex.I) / 2) • (1 : Matrix n n ℂ) := by
    refine inv_eq_right_inv ?_
    have hB : (1 + Complex.I) • (1 : Matrix n n ℂ) - (0 + (2 : ℂ) • (1 : Matrix n n ℂ)) =
        (Complex.I - 1) • (1 : Matrix n n ℂ) := by module
    rw [hB, smul_mul_assoc, one_mul, smul_smul, hs, one_smul]
  have hT : tMatrix (0 : Matrix n n ℂ) ((2 : ℂ) • (1 : Matrix n n ℂ)) (1 + Complex.I) =
      (-2 * Complex.I) • (1 : Matrix n n ℂ) := by
    rw [tMatrix, hg]
    simp only [mul_smul_comm, mul_one]
    module
  rw [hT, norm_smul, CStarRing.norm_one, Complex.sq_norm]
  norm_num [Complex.normSq_apply]

end UnitarityLimit
```

```lean
#print axioms UnitarityLimit.tMatrix_eq
#print axioms UnitarityLimit.unitarity_limit
#print axioms UnitarityLimit.unitarity_limit_attained
```

```
'UnitarityLimit.tMatrix_eq' depends on axioms: [propext, Classical.choice, Quot.sound]
'UnitarityLimit.unitarity_limit' depends on axioms: [propext, Classical.choice, Quot.sound]
'UnitarityLimit.unitarity_limit_attained' depends on axioms: [propext, Classical.choice, Quot.sound]
```

## From the spectral theorem to the norm estimate

`shift_spectral` writes \(z-H\) in the eigenbasis of \(H\). From it, `shift_isUnit` gets a nonzero determinant, because each factor \(z-l_k\) has imaginary part \(\operatorname{Im}z\), and `norm_shift_sq_le` gets \(\|z-H\|^2\le M\), because unitary factors preserve the norm. Only this inequality is needed.

`green_sub_conjTranspose` is the identity for \(G-G^\dagger\), `tMatrix_eq` the factorisation of \(T\), and `optical_theorem` the identity for \(T-T^\dagger\).

In `unitarity_limit`, `h1` is \(\operatorname{Im}z\,\|GV\|^2\le\|T\|\) and `h2` is \(\|T\|\le\|z-H_0\|\,\|GV\|\). The case split separates \(T=0\) from \(\|T\|>0\), and the final `calc` is the displayed chain before division by \(\|T\|\).

`unitarity_limit_attained` computes one case of equality in every size: \(H_0=0\), \(V=2\) and \(z=1+i\) give \(T=-2i\), and both sides equal 2. So no smaller constant factor would hold for all Hermitian \(H_0\) and \(V\).
